# Hoffman–Wielandt for normal matrices: some pairing of the eigenvalues costs at most the squared Frobenius distance

Let $U$ and $W$ be unitary $n\times n$ matrices with columns $u_i$ and $w_j$, and let $a_i$ and $b_j$ be complex numbers. Define

$$A = U\,\mathrm{diag}(a)\,U^\dagger,\qquad B = W\,\mathrm{diag}(b)\,W^\dagger .$$

The columns of $U$ are then orthonormal eigenvectors of $A$ with eigenvalues $a_i$, and likewise for $W$, $B$ and $b_j$. Repeated eigenvalues are listed as often as they occur, in any order. The squared Hilbert–Schmidt (Frobenius) norm of a matrix $D$ is $\|D\|^2 = \mathrm{tr}(D^\dagger D)=\sum_{ij}|D_{ij}|^2$, without a factor $1/n$. The overlap matrix is $V=U^\dagger W$, with elements $V_{ij}=\langle u_i|w_j\rangle$, and $P_{ij}=|V_{ij}|^2$ are the transition probabilities between the two eigenbases.

## The bound on paired eigenvalues

There is a permutation $s$ of the indices such that

$$\sum_i |a_i-b_{s(i)}|^2 \;\le\; \|A-B\|^2 .$$

With the same $s$, every single level obeys $|a_i-b_{s(i)}|\le\|A-B\|$. There is also a permutation $s'$, in general not the same one, that bounds the distance from the other side: $\|A-B\|^2\le\sum_i|a_i-b_{s'(i)}|^2$.

## Checking spectra after a matrix approximation

Suppose that an electronic-structure code drops small elements from a finite Hermitian Hamiltonian matrix in an orthonormal basis, in pairs so that the matrix stays Hermitian. The squared eigenvalue shifts, suitably paired, then add up to at most the sum of the squared moduli of the dropped elements. This upper bound needs no diagonalisation, but the true shifts can be much smaller.

The complex eigenvalues matter for propagators. Two finite unitary time-step matrices have eigenvalues on the unit circle, and the bound compares them directly, without choosing branches for the phases.

The two inequalities also give a test for an eigenvalue routine. Form the cost matrix $|a_i-b_j|^2$ and solve the linear assignment problem for its minimum and its maximum. The value of $\|A-B\|^2$ must lie between them, up to rounding. If it doesn't, an eigenvalue is wrong or an input matrix is not normal. Passing the test does not show that the eigenvalues are right: a common shift of all $a_i$ and $b_j$ leaves the costs unchanged.

## From transition probabilities to a permutation

**Change of bases.** For any $D$, put $D'=U^\dagger D W$. Since $UU^\dagger=1$ and $WW^\dagger=1$,

$$\mathrm{tr}(D'^\dagger D')=\mathrm{tr}(W^\dagger D^\dagger UU^\dagger D W)=\mathrm{tr}(WW^\dagger D^\dagger D)=\mathrm{tr}(D^\dagger D).$$

**The difference between the eigenbases.** With $U^\dagger U=1$ and $W^\dagger W=1$,

$$U^\dagger(A-B)W=\mathrm{diag}(a)\,V-V\,\mathrm{diag}(b),$$

whose elements are $(a_i-b_j)V_{ij}$. Summing their squared moduli gives the identity

$$\|A-B\|^2=\sum_{ij}P_{ij}\,|a_i-b_j|^2 .$$

**Rows and columns of $P$.** We have $VV^\dagger=U^\dagger WW^\dagger U=1$, and its diagonal elements read $\sum_j P_{ij}=1$. For a square matrix $V^\dagger V=1$ follows, which gives $\sum_i P_{ij}=1$. As $P_{ij}\ge0$, the matrix $P$ is doubly stochastic.

**The cheapest permutation.** By Birkhoff's theorem there are weights $p_\sigma\ge0$ with $\sum_\sigma p_\sigma=1$ such that $P_{ij}=\sum_\sigma p_\sigma\,\delta_{j,\sigma(i)}$. For any real cost $c_{ij}$ write $C(\sigma)=\sum_i c_{i\sigma(i)}$. Then

$$\sum_{ij}P_{ij}c_{ij}=\sum_\sigma p_\sigma C(\sigma)\ge\sum_\sigma p_\sigma C(s)=C(s),$$

where $s$ is a permutation of least cost. The choice $c_{ij}=|a_i-b_j|^2$ gives the main bound, and $c_{ij}=-|a_i-b_j|^2$ gives the opposite one. The single-level bound follows because one non-negative term is at most the whole sum.

**A neighbouring trace estimate.** The same overlaps give $\mathrm{tr}(A^\dagger B)=\sum_{ij}P_{ij}\,\overline{a_i}\,b_j$. With the cost $c_{ij}=-\mathrm{Re}(\overline{a_i}\,b_j)$ one finds a permutation $s$ for which $\mathrm{Re}\,\mathrm{tr}(A^\dagger B)\le\sum_i\mathrm{Re}(\overline{a_i}\,b_{s(i)})$. This form is not stated in the Lean file. Since $\|A-B\|^2=\sum_i|a_i|^2+\sum_j|b_j|^2-2\,\mathrm{Re}\,\mathrm{tr}(A^\dagger B)$, it is the main bound rewritten.

```lean
import Mathlib

open Matrix

namespace HoffmanWielandtNormal

noncomputable section

variable {n : Type*} [Fintype n] [DecidableEq n]

/-- The matrix `U diag(a) U†`. If `U` is unitary, its columns are an eigenbasis with the complex
eigenvalues `a`. -/
def spectralMatrix (U : Matrix n n ℂ) (a : n → ℂ) : Matrix n n ℂ :=
  U * diagonal a * Uᴴ

/-- The squared Hilbert-Schmidt (Frobenius) norm `tr(D† D)`, as a real number. -/
def hsNormSq (D : Matrix n n ℂ) : ℝ := (trace (Dᴴ * D)).re

/-- The squared overlaps `|⟨u_i|w_j⟩|²` of the columns of `U` and of `W`. For unitary `U` and `W`
they are transition probabilities. -/
def overlap (U W : Matrix n n ℂ) : Matrix n n ℝ :=
  Matrix.of fun i j => ‖(Uᴴ * W) i j‖ ^ 2

omit [DecidableEq n] in
/-- The squared Hilbert-Schmidt norm is the sum of the squared moduli of all matrix elements. -/
theorem hsNormSq_eq_sum (D : Matrix n n ℂ) : hsNormSq D = ∑ i, ∑ j, ‖D i j‖ ^ 2 := by
  rw [Finset.sum_comm]
  simp only [hsNormSq, Matrix.trace, Matrix.diag_apply, Matrix.mul_apply,
    Matrix.conjTranspose_apply, Complex.re_sum]
  refine Finset.sum_congr rfl fun j _ => Finset.sum_congr rfl fun i _ => ?_
  rw [Complex.sq_norm, Complex.normSq_apply]
  simp [Complex.mul_re]

/-- The squared Hilbert-Schmidt norm is unchanged when the matrix elements are taken between two
orthonormal bases. -/
theorem hsNormSq_unitary {U W : Matrix n n ℂ} (hU : U ∈ unitaryGroup n ℂ)
    (hW : W ∈ unitaryGroup n ℂ) (D : Matrix n n ℂ) :
    hsNormSq (Uᴴ * D * W) = hsNormSq D := by
  have hU1 : U * Uᴴ = 1 := Matrix.mem_unitaryGroup_iff.mp hU
  have hW1 : W * Wᴴ = 1 := Matrix.mem_unitaryGroup_iff.mp hW
  have h : (Uᴴ * D * W)ᴴ * (Uᴴ * D * W) = Wᴴ * (Dᴴ * (U * Uᴴ) * D) * W := by
    simp only [Matrix.conjTranspose_mul, Matrix.conjTranspose_conjTranspose, Matrix.mul_assoc]
  unfold hsNormSq
  rw [h, hU1, Matrix.mul_one, Matrix.trace_mul_comm (Wᴴ * (Dᴴ * D)) W,
    ← Matrix.mul_assoc W Wᴴ, hW1, Matrix.one_mul]

/-- The squared distance of two normal operators is the sum of `|a_i - b_j|²` over all pairs of
eigenvalues, weighted with the transition probabilities of their eigenvectors. -/
theorem hsNormSq_sub_eq {U W : Matrix n n ℂ} (hU : U ∈ unitaryGroup n ℂ)
    (hW : W ∈ unitaryGroup n ℂ) (a b : n → ℂ) :
    hsNormSq (spectralMatrix U a - spectralMatrix W b)
      = ∑ i, ∑ j, overlap U W i j * ‖a i - b j‖ ^ 2 := by
  have hU2 : Uᴴ * U = 1 := Matrix.mem_unitaryGroup_iff'.mp hU
  have hW2 : Wᴴ * W = 1 := Matrix.mem_unitaryGroup_iff'.mp hW
  -- the difference, written between the two eigenbases
  have h : Uᴴ * (spectralMatrix U a - spectralMatrix W b) * W
      = diagonal a * (Uᴴ * W) - (Uᴴ * W) * diagonal b := by
    calc Uᴴ * (spectralMatrix U a - spectralMatrix W b) * W
        = (Uᴴ * U) * (diagonal a * (Uᴴ * W)) - (Uᴴ * W) * diagonal b * (Wᴴ * W) := by
          simp only [spectralMatrix, Matrix.mul_sub, Matrix.sub_mul, Matrix.mul_assoc]
      _ = _ := by rw [hU2, hW2, Matrix.one_mul, Matrix.mul_one]
  rw [← hsNormSq_unitary hU hW, hsNormSq_eq_sum, h]
  refine Finset.sum_congr rfl fun i _ => Finset.sum_congr rfl fun j _ => ?_
  rw [Matrix.sub_apply, Matrix.diagonal_mul, Matrix.mul_diagonal]
  have e : a i * (Uᴴ * W) i j - (Uᴴ * W) i j * b j = (Uᴴ * W) i j * (a i - b j) := by ring
  rw [e, norm_mul, mul_pow]
  rfl

/-- In each row of a matrix with `V V† = 1` the squared moduli add up to 1. -/
theorem row_normalised {V : Matrix n n ℂ} (h : V * Vᴴ = 1) (i : n) :
    ∑ j, ‖V i j‖ ^ 2 = 1 := by
  have h1 := congrArg Complex.re (congrFun (congrFun h i) i)
  rw [Matrix.mul_apply, Matrix.one_apply_eq, Complex.re_sum, Complex.one_re] at h1
  refine Eq.trans (Finset.sum_congr rfl fun j _ => ?_) h1
  rw [Matrix.conjTranspose_apply, Complex.sq_norm, Complex.normSq_apply]
  simp [Complex.mul_re]

/-- The transition probabilities between two orthonormal bases form a doubly stochastic
matrix. -/
theorem overlap_doublyStochastic {U W : Matrix n n ℂ} (hU : U ∈ unitaryGroup n ℂ)
    (hW : W ∈ unitaryGroup n ℂ) : overlap U W ∈ doublyStochastic ℝ n := by
  have hU2 : Uᴴ * U = 1 := Matrix.mem_unitaryGroup_iff'.mp hU
  have hW1 : W * Wᴴ = 1 := Matrix.mem_unitaryGroup_iff.mp hW
  have hV : (Uᴴ * W) * (Uᴴ * W)ᴴ = 1 := by
    calc (Uᴴ * W) * (Uᴴ * W)ᴴ = Uᴴ * ((W * Wᴴ) * U) := by
          simp only [Matrix.conjTranspose_mul, Matrix.conjTranspose_conjTranspose,
            Matrix.mul_assoc]
      _ = 1 := by rw [hW1, Matrix.one_mul, hU2]
  have hV' : (Uᴴ * W)ᴴ * ((Uᴴ * W)ᴴ)ᴴ = 1 := by
    rw [Matrix.conjTranspose_conjTranspose]
    exact mul_eq_one_comm.mp hV
  rw [mem_doublyStochastic_iff_sum]
  refine ⟨fun i j => sq_nonneg _, fun i => row_normalised hV i, fun j => ?_⟩
  refine Eq.trans (Finset.sum_congr rfl fun i _ => ?_) (row_normalised hV' j)
  rw [Matrix.conjTranspose_apply, norm_star]
  rfl

/-- For any cost `c i j` of pairing level `i` with level `j` and any doubly stochastic matrix `P`,
some one-to-one pairing costs at most the sum of `P i j * c i j` over all `i` and `j`. -/
theorem exists_perm_le {P : Matrix n n ℝ} (hP : P ∈ doublyStochastic ℝ n) (c : n → n → ℝ) :
    ∃ s : Equiv.Perm n, ∑ i, c i (s i) ≤ ∑ i, ∑ j, P i j * c i j := by
  -- Birkhoff: `P` is a mixture of permutation matrices with weights `w`
  obtain ⟨w, hw0, hw1, hwP⟩ := exists_eq_sum_perm_of_mem_doublyStochastic hP
  have hperm : ∀ (σ : Equiv.Perm n) (i : n),
      ∑ j, (σ.permMatrix ℝ) i j * c i j = c i (σ i) := by
    intro σ i
    simp [Equiv.Perm.permMatrix, PEquiv.toMatrix_apply, Equiv.toPEquiv_apply]
  have havg : ∑ i, ∑ j, P i j * c i j = ∑ σ, w σ * ∑ i, c i (σ i) := by
    calc ∑ i, ∑ j, P i j * c i j
        = ∑ i, ∑ j, ∑ σ : Equiv.Perm n, w σ * ((σ.permMatrix ℝ) i j * c i j) := by
          rw [← hwP]
          simp only [Matrix.sum_apply, Matrix.smul_apply, smul_eq_mul, Finset.sum_mul, mul_assoc]
      _ = ∑ i, ∑ σ : Equiv.Perm n, w σ * c i (σ i) := by
          refine Finset.sum_congr rfl fun i _ => ?_
          rw [Finset.sum_comm]
          refine Finset.sum_congr rfl fun σ _ => ?_
          rw [← Finset.mul_sum, hperm]
      _ = ∑ σ, w σ * ∑ i, c i (σ i) := by
          rw [Finset.sum_comm]
          simp only [Finset.mul_sum]
  -- the cheapest permutation does at least as well as the mixture
  obtain ⟨s, _, hs⟩ := Finset.exists_min_image Finset.univ
    (fun σ : Equiv.Perm n => ∑ i, c i (σ i)) Finset.univ_nonempty
  refine ⟨s, ?_⟩
  calc ∑ i, c i (s i) = ∑ σ, w σ * ∑ i, c i (s i) := by rw [← Finset.sum_mul, hw1, one_mul]
    _ ≤ ∑ σ, w σ * ∑ i, c i (σ i) := Finset.sum_le_sum fun σ _ =>
        mul_le_mul_of_nonneg_left (hs σ (Finset.mem_univ σ)) (hw0 σ)
    _ = _ := havg.symm

/-- **Hoffman-Wielandt inequality** for normal operators: the eigenvalues can be paired so that
the sum of `|a_i - b_s(i)|²` is at most `tr((A - B)† (A - B))`. -/
theorem hoffman_wielandt {U W : Matrix n n ℂ} (hU : U ∈ unitaryGroup n ℂ)
    (hW : W ∈ unitaryGroup n ℂ) (a b : n → ℂ) :
    ∃ s : Equiv.Perm n, ∑ i, ‖a i - b (s i)‖ ^ 2
      ≤ hsNormSq (spectralMatrix U a - spectralMatrix W b) := by
  rw [hsNormSq_sub_eq hU hW]
  exact exists_perm_le (overlap_doublyStochastic hU hW) fun i j => ‖a i - b j‖ ^ 2

/-- The eigenvalues can also be paired so that the sum of `|a_i - b_s(i)|²` is at least
`tr((A - B)† (A - B))`. -/
theorem hsNormSq_le_pairing {U W : Matrix n n ℂ} (hU : U ∈ unitaryGroup n ℂ)
    (hW : W ∈ unitaryGroup n ℂ) (a b : n → ℂ) :
    ∃ s : Equiv.Perm n, hsNormSq (spectralMatrix U a - spectralMatrix W b)
      ≤ ∑ i, ‖a i - b (s i)‖ ^ 2 := by
  obtain ⟨s, hs⟩ := exists_perm_le (overlap_doublyStochastic hU hW)
    fun i j => -‖a i - b j‖ ^ 2
  refine ⟨s, ?_⟩
  rw [hsNormSq_sub_eq hU hW]
  simp only [mul_neg, Finset.sum_neg_distrib] at hs
  linarith

/-- The eigenvalues can be paired so that no single one moves by more than the Hilbert-Schmidt
norm of the perturbation. -/
theorem level_shift_le {U W : Matrix n n ℂ} (hU : U ∈ unitaryGroup n ℂ)
    (hW : W ∈ unitaryGroup n ℂ) (a b : n → ℂ) :
    ∃ s : Equiv.Perm n, ∀ i, ‖a i - b (s i)‖
      ≤ Real.sqrt (hsNormSq (spectralMatrix U a - spectralMatrix W b)) := by
  obtain ⟨s, hs⟩ := hoffman_wielandt hU hW a b
  refine ⟨s, fun i => Real.le_sqrt_of_sq_le (le_trans ?_ hs)⟩
  exact Finset.single_le_sum (f := fun i => ‖a i - b (s i)‖ ^ 2)
    (fun j _ => sq_nonneg _) (Finset.mem_univ i)

/-- For two operators with a common eigenbasis, the eigenvalues `b` being assigned to it in the
order `s`, the squared distance equals the sum of `|a_i - b_s(i)|²`. -/
theorem common_eigenbasis_eq {U : Matrix n n ℂ} (hU : U ∈ unitaryGroup n ℂ) (a b : n → ℂ)
    (s : Equiv.Perm n) :
    hsNormSq (spectralMatrix U a - spectralMatrix U (b ∘ s)) = ∑ i, ‖a i - b (s i)‖ ^ 2 := by
  have hU2 : Uᴴ * U = 1 := Matrix.mem_unitaryGroup_iff'.mp hU
  have h : ∀ i j, overlap U U i j = if i = j then 1 else 0 := by
    intro i j
    rw [overlap, Matrix.of_apply, hU2, Matrix.one_apply]
    split_ifs <;> simp
  rw [hsNormSq_sub_eq hU hU]
  simp [h]

/-- Without normality the inequality can fail: for a nilpotent matrix with characteristic polynomial
`z²` and a Hermitian one with `(z - 1)(z + 1)`, the squared distance is less than the sum of the
squared eigenvalue differences in every pairing. -/
theorem fails_without_normality :
    (∀ z : ℂ, (z • (1 : Matrix (Fin 2) (Fin 2) ℂ) - !![0, 1; 0, 0]).det = z ^ 2) ∧
    (∀ z : ℂ, (z • (1 : Matrix (Fin 2) (Fin 2) ℂ) - !![0, 1; 1, 0]).det
      = (z - 1) * (z + 1)) ∧
    ∀ s : Equiv.Perm (Fin 2),
      hsNormSq (!![0, 1; 0, 0] - !![0, 1; 1, 0] : Matrix (Fin 2) (Fin 2) ℂ)
        < ∑ i, ‖(0 : ℂ) - (![1, -1] : Fin 2 → ℂ) (s i)‖ ^ 2 := by
  refine ⟨fun z => ?_, fun z => ?_, fun s => ?_⟩
  · rw [Matrix.det_fin_two]
    simp
    ring
  · rw [Matrix.det_fin_two]
    simp
    ring
  · have h : ∀ k : Fin 2, ‖(![1, -1] : Fin 2 → ℂ) k‖ = 1 := by
      intro k
      fin_cases k <;> simp
    rw [hsNormSq_eq_sum]
    simp only [zero_sub, norm_neg, h]
    norm_num [Fin.sum_univ_two]

end

end HoffmanWielandtNormal
```

```lean
#print axioms HoffmanWielandtNormal.hoffman_wielandt
-- 'HoffmanWielandtNormal.hoffman_wielandt' depends on axioms: [propext, Classical.choice, Quot.sound]
#print axioms HoffmanWielandtNormal.level_shift_le
-- 'HoffmanWielandtNormal.level_shift_le' depends on axioms: [propext, Classical.choice, Quot.sound]
#print axioms HoffmanWielandtNormal.common_eigenbasis_eq
-- 'HoffmanWielandtNormal.common_eigenbasis_eq' depends on axioms: [propext, Classical.choice, Quot.sound]
#print axioms HoffmanWielandtNormal.fails_without_normality
-- 'HoffmanWielandtNormal.fails_without_normality' depends on axioms: [propext, Classical.choice, Quot.sound]
```

## How the Lean statements and lemmas follow the derivation

The index type `n` is any finite type, so a level is an element of `n` and a pairing is an `Equiv.Perm n`. The matrices $A$ and $B$ are `spectralMatrix U a` and `spectralMatrix W b`, and `ᴴ` is the adjoint. The hypotheses `hU` and `hW` say that $U$ and $W$ are unitary; nothing is assumed about `a` and `b`. The definition `hsNormSq` takes the real part of the trace to obtain a real number, and `hsNormSq_eq_sum` shows that this number is the sum of the squared moduli of the elements. `overlap U W` is $P$.

In words, `hoffman_wielandt` says that for all such $U$, $W$, $a$ and $b$ there is a permutation `s` for which the sum of `‖a i - b (s i)‖ ^ 2` is at most `hsNormSq` of the difference. Its proof has three parts:

- `hsNormSq_sub_eq` is the weighted identity. It uses `hsNormSq_unitary` for the change of bases, a `calc` block for the difference between the eigenbases, and `ring` to factor out $V_{ij}$.
- `overlap_doublyStochastic` applies `row_normalised` to $V$ for the row sums and to $V^\dagger$ for the column sums. The step from $VV^\dagger=1$ to $V^\dagger V=1$ is `mul_eq_one_comm`.
- `exists_perm_le` takes Birkhoff's theorem from Mathlib, with the weights $p_\sigma$ written `w σ`. The equality `havg` exchanges the sums, and `Finset.exists_min_image` picks the cheapest permutation.

The opposite bound, `hsNormSq_le_pairing`, calls `exists_perm_le` with the negative cost. The single-level bound is `level_shift_le`.

`common_eigenbasis_eq` treats two operators that share the eigenbasis $U$, with $b_{s(i)}$ assigned to $u_i$. There $P$ is the identity matrix, and the squared distance equals $\sum_i|a_i-b_{s(i)}|^2$. With at least one level, all $a_i=1$ and all $b_i=0$, both sides equal $n$, so the constant 1 in the main bound can't be lowered.

## Normality, the unknown permutation and rounding

The theorem takes both matrices in diagonalised form. The spectral theorem supplies this form for every complex normal matrix, which includes Hermitian and unitary ones, but that step is an input here and is not derived in the file.

Normality matters. `fails_without_normality` compares

$$N=\begin{pmatrix}0&1\\0&0\end{pmatrix},\qquad X=\begin{pmatrix}0&1\\1&0\end{pmatrix}.$$

The characteristic polynomials give the eigenvalues $0,0$ and $1,-1$. The squared distance is 1, while both pairings cost 2. A Hamiltonian with a complex absorbing potential is in general not normal, and the bound should not be applied to it without a check that $A^\dagger A=AA^\dagger$.

The Lean statement asserts only that the permutation exists; any permutation of least cost serves. For real eigenvalues, pairing both sorted lists in the same order is of least cost by the rearrangement inequality, but that step is not in the file. The pairing need not follow eigenvectors: a level may be matched with one of quite different character, so the result is no tool for tracking states through an avoided crossing.

The matrices are finite and the inner product is the standard one. For a generalised eigenvalue problem with a non-orthogonal basis, the matrices must first be brought to an orthonormal basis, and the norm is then taken of the difference of the transformed matrices. The arithmetic is exact, so a numerical test needs a tolerance for the rounding errors in the eigenvalues and in the norm.
